# With an orthonormal core, the overlap determinant of all orbitals is that of the valence orbitals with the core projected out

Orbitals are modelled here as columns of complex coefficients in a finite orthonormal basis, with the core columns \(C\) and the valence columns \(V\) kept as two separate matrices. A Slater determinant is then given by its amplitudes, one determinant for each assignment of basis functions to electrons.

```lean
import Mathlib

open Matrix
open scoped ComplexOrder

namespace FrozenCoreDeterminant

noncomputable section

variable {m c v : Type*} [Fintype m] [DecidableEq m] [Fintype c] [DecidableEq c]
  [Fintype v] [DecidableEq v]

/-- The all-electron orbital matrix: core columns followed by valence columns. -/
def orbitals (C : Matrix m c ℂ) (V : Matrix m v ℂ) : Matrix m (c ⊕ v) ℂ :=
  Matrix.fromCols C V

/-- The Slater determinant amplitude for the basis functions selected by `r`,
one for each electron. -/
def amplitude (C : Matrix m c ℂ) (V : Matrix m v ℂ) (r : c ⊕ v → m) : ℂ :=
  ((orbitals C V).submatrix r id).det

/-- The valence orbitals minus `C * (Cᴴ * V)`, the core orbitals weighted by their overlaps with the
valence orbitals. -/
def orthValence (C : Matrix m c ℂ) (V : Matrix m v ℂ) : Matrix m v ℂ :=
  V - C * (Cᴴ * V)

omit [DecidableEq m] [Fintype c] [DecidableEq c] [Fintype v] [DecidableEq v] in
/-- The overlap matrix of all orbitals consists of core-core, core-valence,
valence-core and valence-valence blocks. -/
theorem overlap_blocks (C : Matrix m c ℂ) (V : Matrix m v ℂ) :
    (orbitals C V)ᴴ * orbitals C V
      = Matrix.fromBlocks (Cᴴ * C) (Cᴴ * V) (Vᴴ * C) (Vᴴ * V) := by
  ext (i | i) (j | j) <;> rfl

/-- For orthonormal core orbitals, the overlap determinant of all orbitals equals the
determinant of the valence overlap taken with the projector onto the complement of the core. -/
theorem det_overlap_eq_det_projected {C : Matrix m c ℂ} (hC : Cᴴ * C = 1)
    (V : Matrix m v ℂ) :
    ((orbitals C V)ᴴ * orbitals C V).det = (Vᴴ * (1 - C * Cᴴ) * V).det := by
  -- the Schur complement of the unit core block is the projected valence overlap
  rw [overlap_blocks, hC, Matrix.det_fromBlocks_one₁₁]
  congr 1
  simp [Matrix.mul_sub, Matrix.sub_mul, Matrix.mul_assoc]

omit [Fintype m] [DecidableEq m] in
/-- Every Slater determinant amplitude is unchanged when arbitrary combinations of core
orbitals are added to the valence orbitals. -/
theorem amplitude_add_core (C : Matrix m c ℂ) (V : Matrix m v ℂ) (A : Matrix c v ℂ)
    (r : c ⊕ v → m) :
    amplitude C (V + C * A) r = amplitude C V r := by
  -- core admixture is a block unitriangular column operation
  have h : orbitals C (V + C * A) = orbitals C V *
      (Matrix.fromBlocks (1 : Matrix c c ℂ) A (0 : Matrix v c ℂ) (1 : Matrix v v ℂ) :
        Matrix (c ⊕ v) (c ⊕ v) ℂ) := by
    rw [orbitals, orbitals, Matrix.fromCols_mul_fromBlocks]
    simp [add_comm]
  have hs : ∀ T : Matrix (c ⊕ v) (c ⊕ v) ℂ,
      (orbitals C V * T).submatrix r id = (orbitals C V).submatrix r id * T := by
    intro T
    ext i j
    rfl
  rw [amplitude, h, hs, Matrix.det_mul, Matrix.det_fromBlocks_zero₂₁]
  simp [amplitude]

omit [DecidableEq m] [Fintype v] [DecidableEq v] in
/-- For orthonormal core orbitals, the valence orbitals with core components subtracted
are orthogonal to the core. -/
theorem core_orthogonal {C : Matrix m c ℂ} (hC : Cᴴ * C = 1) (V : Matrix m v ℂ) :
    Cᴴ * orthValence C V = 0 := by
  rw [orthValence, Matrix.mul_sub, ← Matrix.mul_assoc Cᴴ C, hC, Matrix.one_mul, sub_self]

omit [DecidableEq m] in
/-- Replacing the valence orbitals `V` by `orthValence C V` leaves every Slater determinant
amplitude unchanged. -/
theorem amplitude_orthValence (C : Matrix m c ℂ) (V : Matrix m v ℂ) (r : c ⊕ v → m) :
    amplitude C (orthValence C V) r = amplitude C V r := by
  have h : orthValence C V = V + C * (-(Cᴴ * V)) := by
    rw [orthValence, Matrix.mul_neg, sub_eq_add_neg]
  rw [h, amplitude_add_core]

omit [Fintype v] [DecidableEq v] in
/-- For orthonormal core orbitals, the projected valence overlap is the ordinary overlap
matrix of the valence orbitals with core components subtracted. -/
theorem projected_overlap {C : Matrix m c ℂ} (hC : Cᴴ * C = 1) (V : Matrix m v ℂ) :
    Vᴴ * (1 - C * Cᴴ) * V = (orthValence C V)ᴴ * orthValence C V := by
  have h1 : Vᴴ * (1 - C * Cᴴ) * V = Vᴴ * orthValence C V := by
    simp [orthValence, Matrix.mul_sub, Matrix.sub_mul, Matrix.mul_assoc]
  have h2 : (orthValence C V)ᴴ = Vᴴ - (Cᴴ * V)ᴴ * Cᴴ := by
    rw [orthValence, Matrix.conjTranspose_sub, Matrix.conjTranspose_mul C]
  -- the core part of the left factor meets an orthogonal right factor
  rw [h1, h2, Matrix.sub_mul, Matrix.mul_assoc, core_orthogonal hC, Matrix.mul_zero, sub_zero]

omit [DecidableEq m] in
/-- For orthonormal core orbitals, the overlap determinant of all orbitals vanishes exactly
when some combination of valence orbitals with coefficients not all zero is a combination
of core orbitals. -/
theorem det_overlap_eq_zero_iff {C : Matrix m c ℂ} (hC : Cᴴ * C = 1) (V : Matrix m v ℂ) :
    ((orbitals C V)ᴴ * orbitals C V).det = 0
      ↔ ∃ x : v → ℂ, x ≠ 0 ∧ ∃ a : c → ℂ, V *ᵥ x = C *ᵥ a := by
  classical
  have hx : ∀ x : v → ℂ,
      orthValence C V *ᵥ x = V *ᵥ x - C *ᵥ (Cᴴ *ᵥ (V *ᵥ x)) := by
    intro x
    simp [orthValence, Matrix.sub_mulVec, Matrix.mulVec_mulVec]
  rw [det_overlap_eq_det_projected hC, projected_overlap hC,
    ← Matrix.exists_mulVec_eq_zero_iff]
  constructor
  · rintro ⟨x, hx0, h⟩
    rw [Matrix.conjTranspose_mul_self_mulVec_eq_zero, hx, sub_eq_zero] at h
    exact ⟨x, hx0, _, h⟩
  · rintro ⟨x, hx0, a, h⟩
    refine ⟨x, hx0, ?_⟩
    rw [Matrix.conjTranspose_mul_self_mulVec_eq_zero, hx, h,
      Matrix.mulVec_mulVec a Cᴴ C, hC, Matrix.one_mulVec, sub_self]

omit [DecidableEq m] in
/-- For an orthonormal core and one valence orbital, the overlap determinant of all orbitals is the
squared norm of that orbital minus the sum of its squared overlaps with the core orbitals. -/
theorem det_overlap_single {C : Matrix m c ℂ} (hC : Cᴴ * C = 1)
    (V : Matrix m (Fin 1) ℂ) :
    ((orbitals C V)ᴴ * orbitals C V).det
      = ((∑ i, ‖V i 0‖ ^ 2 - ∑ k, ‖(Cᴴ * V) k 0‖ ^ 2 : ℝ) : ℂ) := by
  classical
  have h : Vᴴ * (1 - C * Cᴴ) * V = Vᴴ * V - (Cᴴ * V)ᴴ * (Cᴴ * V) := by
    simp [Matrix.mul_sub, Matrix.sub_mul, Matrix.mul_assoc, Matrix.conjTranspose_mul]
  have hV : (Vᴴ * V) 0 0 = ((∑ i, ‖V i 0‖ ^ 2 : ℝ) : ℂ) := by
    rw [Matrix.mul_apply]
    push_cast
    exact Finset.sum_congr rfl fun i _ => Complex.conj_mul' (V i 0)
  have hO : ((Cᴴ * V)ᴴ * (Cᴴ * V)) 0 0 = ((∑ k, ‖(Cᴴ * V) k 0‖ ^ 2 : ℝ) : ℂ) := by
    rw [Matrix.mul_apply]
    push_cast
    exact Finset.sum_congr rfl fun k _ => Complex.conj_mul' ((Cᴴ * V) k 0)
  rw [det_overlap_eq_det_projected hC, h, Matrix.det_fin_one, Matrix.sub_apply, hV, hO,
    Complex.ofReal_sub]

/-- A core orbital equal to the first of two basis functions. -/
def exCore : Matrix (Fin 2) (Fin 1) ℂ := !![1; 0]

/-- A valence orbital equal to the sum of the two basis functions. -/
def exValence : Matrix (Fin 2) (Fin 1) ℂ := !![1; 1]

/-- The example core is orthonormal; the valence overlap determinant alone is 2, while the
overlap determinant of core and valence together is 1. -/
theorem frozen_core_witness :
    exCoreᴴ * exCore = 1 ∧ (exValenceᴴ * exValence).det = 2 ∧
      ((orbitals exCore exValence)ᴴ * orbitals exCore exValence).det = 1 := by
  have h : exCoreᴴ * exCore = 1 := by
    ext i j
    fin_cases i
    fin_cases j
    simp [exCore, Matrix.mul_apply, Fin.sum_univ_succ]
  refine ⟨h, ?_, ?_⟩
  · rw [Matrix.det_fin_one]
    norm_num [exValence, Matrix.mul_apply, Fin.sum_univ_succ]
  · rw [det_overlap_single h]
    norm_num [exCore, exValence, Matrix.mul_apply, Fin.sum_univ_succ]

end

end FrozenCoreDeterminant
```

```lean
#print axioms FrozenCoreDeterminant.det_overlap_eq_det_projected
#print axioms FrozenCoreDeterminant.amplitude_orthValence
#print axioms FrozenCoreDeterminant.det_overlap_eq_zero_iff
```

```
'FrozenCoreDeterminant.det_overlap_eq_det_projected' depends on axioms: [propext, Classical.choice, Quot.sound]
'FrozenCoreDeterminant.amplitude_orthValence' depends on axioms: [propext, Classical.choice, Quot.sound]
'FrozenCoreDeterminant.det_overlap_eq_zero_iff' depends on axioms: [propext, Classical.choice, Quot.sound]
```

## Orbitals as columns, electrons as row choices

The type `m` labels the basis functions, `c` the core orbitals and `v` the valence orbitals. All three are finite, and any of them may be empty. If spin is wanted, it belongs in the labels: `m` then runs over spin-orbital basis functions.

The matrix `orbitals C V` is \(W=[\,C\mid V\,]\), whose columns are labelled by the disjoint union `c ⊕ v`. There are as many electrons as orbitals, so the same type also labels the electrons. A function `r : c ⊕ v → m` gives each electron a basis function, and `amplitude C V r` is the determinant of the square matrix \(W_r\) whose rows are the rows of \(W\) chosen by `r`. The usual prefactor \(1/\sqrt{N!}\), with \(N\) the number of electrons, is left out. If `r` assigns one basis function to two electrons, two rows agree and the amplitude is zero. The injective choices give the maximal minors of \(W\), up to sign.

The two central theorems say the following.

- `det_overlap_eq_det_projected`: if \(C^\dagger C=1\), then
\[
\det(W^\dagger W)=\det\!\big(V^\dagger(1-CC^\dagger)V\big).
\]
- `amplitude_add_core`: for every matrix \(A\) of mixing coefficients and every `r`, the amplitude is the same for \(V+CA\) as for \(V\). No orthonormality is assumed.

The hypothesis `hC : Cᴴ * C = 1` stands for core orbitals that are normalised and mutually orthogonal, as the eigenfunctions of one Hermitian atomic Hamiltonian can be chosen to be. Core orbitals centred on different atoms generally overlap a little, and then the condition holds only approximately unless they are orthogonalised first. Nothing is assumed about \(V\): valence orbitals may be unnormalised, may overlap each other and may overlap the core.

Because the basis is orthonormal, overlaps are plain products such as \(V^\dagger V\). A non-orthogonal basis, or the overlap operator of an ultrasoft or projector augmented-wave method, would put a further matrix between the factors, and the theorems do not treat that case.

## What core overlap does to the norm

The number \(\det(W^\dagger W)\) is the squared norm of the Slater determinant once the factor \(1/\sqrt{N!}\) is restored. This reading rests on the Cauchy–Binet formula, which the file neither states nor uses.

For a single determinant in a finite orthonormal basis, the results separate two questions that arise in frozen-core calculations. A residual core component in a valence orbital does not alter the many-electron amplitudes, but it can alter a norm computed from the valence orbitals alone. For an orthonormal core, the valence overlap taken after the core has been projected out has the same determinant as the overlap of all orbitals.

No Hamiltonian appears, and the core is not allowed to relax. The theorems therefore give no estimate of the energy error made by freezing the core.

## Eliminating the core block

Write \(B=C^\dagger V\) for the core-valence overlaps. With \(C^\dagger C=1\), the overlap matrix of all orbitals factorises as
\[
W^\dagger W=
\begin{pmatrix}1&B\\ B^\dagger&V^\dagger V\end{pmatrix}
=\begin{pmatrix}1&0\\ B^\dagger&1\end{pmatrix}
\begin{pmatrix}1&B\\ 0&V^\dagger V-B^\dagger B\end{pmatrix}.
\]
The first factor has determinant 1, and the second has determinant \(\det(V^\dagger V-B^\dagger B)\). Since \(B^\dagger B=V^\dagger CC^\dagger V\), this is \(\det(V^\dagger(1-CC^\dagger)V)\).

For the amplitudes, adding core orbitals to the valence columns is a multiplication from the right:
\[
[\,C\mid V+CA\,]=[\,C\mid V\,]\,T,\qquad
T=\begin{pmatrix}1&A\\0&1\end{pmatrix}.
\]
Choosing rows commutes with this multiplication, so the new amplitude is \(\det(W_rT)=\det W_r\,\det T=\det W_r\).

Now take \(A=-C^\dagger V\). The valence orbitals become
\[
\tilde V=V-CC^\dagger V,
\]
which is `orthValence C V`, and every amplitude stays as it was. For an orthonormal core, \(C^\dagger\tilde V=C^\dagger V-C^\dagger V=0\). It follows that
\[
\tilde V^\dagger\tilde V=V^\dagger\tilde V-V^\dagger C\,(C^\dagger\tilde V)=V^\dagger\tilde V=V^\dagger(1-CC^\dagger)V,
\]
so the projected overlap is the ordinary overlap matrix of the projected orbitals.

This shows when the determinant vanishes. A square matrix has zero determinant exactly when it sends some \(x\neq0\) to zero. If \(\tilde V^\dagger\tilde Vx=0\), then \(\|\tilde Vx\|^2=x^\dagger\tilde V^\dagger\tilde Vx=0\), hence \(\tilde Vx=0\) and \(Vx=C(C^\dagger Vx)\), a combination of core orbitals. Conversely, if \(Vx=Ca\), then \(\tilde Vx=Ca-CC^\dagger Ca=0\). The overlap determinant is therefore zero exactly when some non-trivial valence combination lies in the core span. A valence orbital that repeats a core orbital, which the exclusion principle forbids for two electrons, is one instance, and the case \(Ca=0\) covers valence orbitals that are linearly dependent among themselves.

With one valence orbital, the matrices \(V^\dagger V\) and \(B^\dagger B\) are single numbers, and
\[
\det(W^\dagger W)=\sum_i|V_{i0}|^2-\sum_k|(C^\dagger V)_{k0}|^2 .
\]
The column index is 0 because Lean counts the elements of `Fin 1` from zero. The formula also holds when the orbital lies inside the core span, where it gives zero.

## Three basis functions and two electrons

Take one core and one valence orbital,
\[
C=\tfrac15\begin{pmatrix}3\\4\\0\end{pmatrix},\qquad
V=\begin{pmatrix}1\\2\\2\end{pmatrix}.
\]
The core orbital is normalised, the valence orbital has squared norm 9, and their overlap is \((3+8)/5=11/5\). The overlap determinant is therefore \(9-121/25=104/25\). Dividing \(V\) by its norm 3 turns this into \(104/225\).

The projected orbital is
\[
\tilde V=V-\tfrac{11}{5}C=\begin{pmatrix}-8/25\\ 6/25\\ 2\end{pmatrix},
\]
and its squared norm is \(100/625+4=104/25\), as it should be. The amplitude for basis functions 0 and 1 is \(\tfrac35\cdot2-\tfrac45\cdot1=\tfrac25\) with \(V\), and \(\tfrac35\cdot\tfrac6{25}+\tfrac45\cdot\tfrac8{25}=\tfrac25\) with \(\tilde V\). The other two minors are \(\tfrac65\) and \(\tfrac85\), and the three squares add up to \(104/25\).

The file contains a smaller instance, `frozen_core_witness`, with core \((1,0)\) and valence orbital \((1,1)\). The valence overlap alone is 2, while the overlap determinant of both orbitals is 1. For the normalised valence orbital the two values are 1 and \(1/2\), so the discrepancy does not come from the normalisation.

## How the Lean proofs follow the algebra

`overlap_blocks` writes \(W^\dagger W\) as four blocks; after a split into core and valence indices, each entry agrees by definition. In `det_overlap_eq_det_projected`, the rewrite with `hC` puts the identity into the core block, and `Matrix.det_fromBlocks_one₁₁` performs the elimination shown above. The closing `simp` multiplies out the projector to match the two valence matrices.

In `amplitude_add_core`, the step `h` is the factorisation \([\,C\mid V+CA\,]=WT\), and `hs` says that row selection commutes with multiplication from the right. `Matrix.det_mul` splits the determinant, and `Matrix.det_fromBlocks_zero₂₁` reduces \(\det T\) to the determinants of its two identity blocks. `amplitude_orthValence` applies this result with \(A=-C^\dagger V\).

`core_orthogonal` proves \(C^\dagger\tilde V=0\). `projected_overlap` uses it to remove the core part of the left factor in \(\tilde V^\dagger\tilde V\), just as in the calculation by hand.

`det_overlap_eq_zero_iff` first replaces the determinant by that of \(\tilde V^\dagger\tilde V\). `Matrix.exists_mulVec_eq_zero_iff` then supplies the vector \(x\), and `Matrix.conjTranspose_mul_self_mulVec_eq_zero` is the norm argument that passes from \(\tilde V^\dagger\tilde Vx=0\) to \(\tilde Vx=0\). The auxiliary step `hx` expands \(\tilde Vx\), after which the two directions are the two substitutions made above.

`det_overlap_single` expands the projected overlap in `h` and evaluates its two terms as sums of squared moduli in `hV` and `hO`. The right-hand side is a real number regarded as a complex one, because the determinant on the left is complex. `frozen_core_witness` checks that the example core is normalised and then uses this formula for the last of its three values.

## Orthonormality written the wrong way round

A slip that Lean's type checker would accept is to write the hypothesis as `C * Cᴴ = 1`. The symbol `1` takes its size from the context, so it would silently become the identity on the basis functions instead of the identity on the core orbitals. The condition would then force the core orbitals to span the whole space.

With at least one valence orbital, the statement of `det_overlap_eq_det_projected` would remain true under that hypothesis but would say nothing useful. The projector \(1-CC^\dagger\) would vanish, and \(W\) would have more columns than rows, so both sides would be zero. The order `Cᴴ * C` is what makes the hypothesis a statement about overlaps between core orbitals and leaves room for the valence electrons.
